# The pair-CI ground energy of $N$ non-interacting, degenerate H₂ molecules with at most two excited pairs is $-|K|\sqrt{3N-2}$

For $N\ge2$ molecules and coupling $K\ne0$, configuration interaction (CI) restricted to pair excitations, with at most two excited pairs, has lowest energy $-|K|\sqrt{3N-2}$. The exact lowest energy in the same model is $-N|K|$. The two agree only for $N=2$, and for $N\ge3$ the exact energy is strictly lower. In this non-interacting model, truncation at quadruples is therefore not size-consistent.

Each molecule has two configurations, a ground pair and an excited pair, coupled by the real matrix element $K$. Degeneracy means that both have the same energy, taken as zero; this is the minimal-basis limit of a stretched bond. Configurations with one excited electron in a molecule, or with an electron moved from one molecule to another, are left out of the model, although a general CI with up to quadruple excitations would include them. Interactions between molecules are left out too.

In Lean 4 with Mathlib:

```lean
import Mathlib

open Matrix

namespace QuadruplesCIDegeneracy

noncomputable section

variable {N : ℕ}
```

## Configurations and couplings

A configuration is the set $S$ of excited molecules, a `Finset (Fin N)`. Toggling molecule $i$ excites or de-excites its pair.

```lean
/-- Excite the electron pair of molecule `i` if it is in its ground configuration, and
de-excite it otherwise; `S` is the set of excited molecules. -/
def toggle (i : Fin N) (S : Finset (Fin N)) : Finset (Fin N) :=
  if i ∈ S then S.erase i else insert i S
```

The matrix element $H_{ST}$ is $K$ if $T$ arises from $S$ by one toggle, and zero otherwise. Different molecules give different $T$, so at most one term of the sum contributes.

```lean
/-- The Hamiltonian of `N` hydrogen molecules at degeneracy (both configurations of each molecule
have energy zero): configurations that differ by the pair excitation of one molecule are coupled by
`K`. -/
def hamiltonian (N : ℕ) (K : ℝ) : Matrix (Finset (Fin N)) (Finset (Fin N)) ℝ :=
  fun S T => ∑ i, if T = toggle i S then K else 0
```

Two excited pairs are four excited electrons, so quadruples CI keeps the sets with $|S|\le2$.

```lean
/-- Configurations with at most two excited pairs, that is, up to quadruple excitations. -/
abbrev Config (N : ℕ) := {S : Finset (Fin N) // S.card ≤ 2}
```

Its matrix is the corresponding block of $H$.

```lean
/-- The Hamiltonian restricted to configurations with at most two excited pairs. -/
def quadruplesCI (N : ℕ) (K : ℝ) : Matrix (Config N) (Config N) ℝ :=
  (hamiltonian N K).submatrix Subtype.val Subtype.val
```

Energies are the real numbers $E$ with $Ax=Ex$ for some $x\neq0$. Since the matrices here are real and symmetric, these are all their eigenvalues.

```lean
/-- The energy levels of a real Hamiltonian matrix: its eigenvalues. -/
def energies {ι : Type*} [Fintype ι] (A : Matrix ι ι ℝ) : Set ℝ :=
  {E | ∃ x : ι → ℝ, x ≠ 0 ∧ A *ᵥ x = E • x}
```

Write $r=\sqrt{3N-2}$. The trial amplitudes on zero, one and two excited pairs are $N$, $r$ and $2$, up to signs. Their squared norm is
$$N^2+N(3N-2)+4\binom N2=2N(3N-2),$$
so the normalised amplitudes are these values divided by $\sqrt{2N(3N-2)}$.

```lean
/-- Unnormalised amplitudes of configurations with zero, one and two excited pairs. -/
def amplitude (N : ℕ) : ℕ → ℝ
  | 0 => N
  | 1 => √(3 * (N : ℝ) - 2)
  | 2 => 2
  | _ => 0
```

## Reduction to the number of excited pairs

Toggling the same molecule twice restores $S$.

```lean
lemma toggle_toggle (i : Fin N) (S : Finset (Fin N)) : toggle i (toggle i S) = S := by
  unfold toggle
  by_cases h : i ∈ S
  · simp [h, Finset.insert_erase h]
  · simp [h, Finset.erase_insert h]
```

Hence $T$ is one toggle from $S$ exactly when $S$ is one toggle from $T$, and $H_{ST}=H_{TS}$.

```lean
/-- The Hamiltonian is symmetric. -/
theorem hamiltonian_symm (K : ℝ) (S T : Finset (Fin N)) :
    hamiltonian N K S T = hamiltonian N K T S := by
  unfold hamiltonian
  refine Finset.sum_congr rfl fun i _ => if_congr ?_ rfl rfl
  exact ⟨fun h => by rw [h, toggle_toggle], fun h => by rw [h, toggle_toggle]⟩
```

By the triangle inequality, replacing $K$ by $|K|$ gives a matrix that bounds $|H_{ST}|$ entry by entry.

```lean
lemma abs_hamiltonian_le (K : ℝ) (S T : Finset (Fin N)) :
    |hamiltonian N K S T| ≤ hamiltonian N |K| S T := by
  unfold hamiltonian
  exact (Finset.abs_sum_le_sum_abs _ _).trans
    (Finset.sum_le_sum fun i _ => by split_ifs <;> simp)
```

Let the amplitudes $f(n)$ depend only on $n=|S|$. There are $n$ pairs to de-excite and $N-n$ to excite, so
$$(Hf)(n)=K\,[\,n f(n-1)+(N-n)f(n+1)\,].$$
The proof exchanges the sums over $T$ and $i$, then counts the two kinds of toggle.

```lean
/-- Action of the Hamiltonian on amplitudes `f` that depend only on the number of excited
pairs: each excited pair can be de-excited and each other pair can be excited. -/
theorem hamiltonian_sum (K : ℝ) (S : Finset (Fin N)) (f : ℕ → ℝ) :
    ∑ T, hamiltonian N K S T * f T.card =
      K * (S.card * f (S.card - 1) + (N - S.card) * f (S.card + 1)) := by
  have h1 : ∑ T, hamiltonian N K S T * f T.card = ∑ i, K * f (toggle i S).card := by
    simp only [hamiltonian, Finset.sum_mul]
    rw [Finset.sum_comm]
    refine Finset.sum_congr rfl fun i _ => ?_
    simp [ite_mul]
  have h2 : ∀ i, f (toggle i S).card =
      f (S.card + 1) + if i ∈ S then f (S.card - 1) - f (S.card + 1) else 0 := by
    intro i
    unfold toggle
    by_cases h : i ∈ S
    · simp [h, Finset.card_erase_of_mem h]
    · simp [h, Finset.card_insert_of_notMem h]
  rw [h1, ← Finset.mul_sum]
  simp only [h2, Finset.sum_add_distrib, Finset.sum_const, Finset.card_univ,
    Fintype.card_fin, nsmul_eq_mul, Finset.sum_ite_mem, Finset.univ_inter]
  ring
```

If $f(n)=0$ for $n>2$, the omitted configurations contribute nothing, and the same formula holds for the truncated matrix.

```lean
lemma quadruplesCI_sum (K : ℝ) (S : Config N) (f : ℕ → ℝ) (hf : ∀ n, 2 < n → f n = 0) :
    ∑ T : Config N, quadruplesCI N K S T * f T.1.card =
      K * (S.1.card * f (S.1.card - 1) + (N - S.1.card) * f (S.1.card + 1)) := by
  rw [← hamiltonian_sum]
  have h : ∀ T : Finset (Fin N),
      T ∈ Finset.univ.filter (fun T : Finset (Fin N) => T.card ≤ 2) ↔ T.card ≤ 2 := by simp
  refine (Finset.sum_subtype _ h (fun T => hamiltonian N K S.1 T * f T.card)).symm.trans ?_
  refine Finset.sum_subset (Finset.filter_subset _ _) fun T _ hT => ?_
  have hc : 2 < T.card := by simpa using hT
  rw [hf _ hc, mul_zero]
```

## A bound from a positive eigenvector

Let $B$ be symmetric with $|A_{ij}|\le B_{ij}$, and let $Bv=\mu v$ with every $v_i>0$. If $Ax=Ex$, then $|E||x_i|\le\sum_jB_{ij}|x_j|$. Multiplying by $v_i$, summing and using the symmetry of $B$ gives
$$|E|\sum_i v_i|x_i|\le\sum_j(Bv)_j|x_j|=\mu\sum_j v_j|x_j|.$$
The common sum is positive because $x\ne0$, so $|E|\le\mu$. In the code, `hrow` is the first inequality and `hcol` the symmetry step.

```lean
/-- If a symmetric matrix `B` bounds the couplings of `A` in magnitude and has a strictly
positive eigenvector with eigenvalue `μ`, every energy level of `A` has magnitude at most `μ`. -/
theorem abs_energy_le {ι : Type*} [Fintype ι] {A B : Matrix ι ι ℝ} {v : ι → ℝ} {μ E : ℝ}
    (hAB : ∀ i j, |A i j| ≤ B i j) (hB : ∀ i j, B i j = B j i) (hv : ∀ i, 0 < v i)
    (hBv : B *ᵥ v = μ • v) (hE : E ∈ energies A) : |E| ≤ μ := by
  obtain ⟨x, hx, hAx⟩ := hE
  obtain ⟨k, hk⟩ := Function.ne_iff.mp hx
  have hpos : 0 < ∑ i, v i * |x i| :=
    Finset.sum_pos' (fun i _ => mul_nonneg (hv i).le (abs_nonneg _))
      ⟨k, Finset.mem_univ k, mul_pos (hv k) (abs_pos.mpr hk)⟩
  have hrow : ∀ i, |E| * |x i| ≤ ∑ j, B i j * |x j| := by
    intro i
    have h : ∑ j, A i j * x j = E * x i := congrFun hAx i
    rw [← abs_mul, ← h]
    refine (Finset.abs_sum_le_sum_abs _ _).trans (Finset.sum_le_sum fun j _ => ?_)
    rw [abs_mul]
    exact mul_le_mul_of_nonneg_right (hAB i j) (abs_nonneg _)
  have hcol : ∀ j, ∑ i, v i * B i j = μ * v j := by
    intro j
    have h : ∑ i, B j i * v i = μ * v j := congrFun hBv j
    rw [← h]
    exact Finset.sum_congr rfl fun i _ => by rw [hB i j, mul_comm]
  -- weight the row inequalities by the positive vector, sum them and cancel the common sum
  refine le_of_mul_le_mul_right ?_ hpos
  calc |E| * ∑ i, v i * |x i| = ∑ i, v i * (|E| * |x i|) := by
        rw [Finset.mul_sum]
        exact Finset.sum_congr rfl fun i _ => by ring
    _ ≤ ∑ i, v i * ∑ j, B i j * |x j| :=
        Finset.sum_le_sum fun i _ => mul_le_mul_of_nonneg_left (hrow i) (hv i).le
    _ = ∑ j, (∑ i, v i * B i j) * |x j| := by
        simp only [Finset.mul_sum, Finset.sum_mul]
        rw [Finset.sum_comm]
        exact Finset.sum_congr rfl fun j _ => Finset.sum_congr rfl fun i _ => by ring
    _ = μ * ∑ i, v i * |x i| := by
        rw [Finset.mul_sum]
        exact Finset.sum_congr rfl fun j _ => by rw [hcol j]; ring
```

## Explicit eigenvectors

Take $s^2=1$ and amplitudes $N,\ sr,\ 2$. The three rows are
$$\begin{aligned}
n=0:&\quad KN\,sr=(Ksr)\,N,\\
n=1:&\quad K[N+2(N-1)]=K(3N-2)=(Ksr)\,sr,\\
n=2:&\quad K\cdot2sr=(Ksr)\,2.
\end{aligned}$$
`interval_cases` separates these rows, and `linear_combination` supplies $s^2=1$ and $r^2=3N-2$.

```lean
/-- For `N ≥ 1` and a sign `s`, the amplitudes `N`, `s √(3N-2)` and `2` on zero, one and two excited
pairs form an eigenvector of the truncated Hamiltonian with eigenvalue `K s √(3N-2)`. -/
theorem quadruplesCI_eigen (K : ℝ) {s : ℝ} (hN : 1 ≤ N) (hs : s * s = 1) :
    quadruplesCI N K *ᵥ (fun S => s ^ S.1.card * amplitude N S.1.card) =
      (K * s * √(3 * (N : ℝ) - 2)) • (fun S => s ^ S.1.card * amplitude N S.1.card) := by
  have hN' : (1 : ℝ) ≤ N := by exact_mod_cast hN
  have hr : √(3 * (N : ℝ) - 2) * √(3 * (N : ℝ) - 2) = 3 * N - 2 :=
    Real.mul_self_sqrt (by linarith)
  have a0 : amplitude N 0 = N := rfl
  have a1 : amplitude N 1 = √(3 * (N : ℝ) - 2) := rfl
  have a2 : amplitude N 2 = 2 := rfl
  have a3 : amplitude N 3 = 0 := rfl
  funext S
  refine (quadruplesCI_sum K S (fun n => s ^ n * amplitude N n) ?_).trans ?_
  · intro n hn
    obtain ⟨m, rfl⟩ : ∃ m, n = m + 3 := ⟨n - 3, by omega⟩
    simp [amplitude]
  simp only [Pi.smul_apply, smul_eq_mul]
  have hc := S.2
  generalize S.1.card = c at hc ⊢
  -- one equation for each number of excited pairs
  interval_cases c <;> simp only [Nat.reduceAdd, Nat.reduceSub, a0, a1, a2, a3,
    Nat.cast_zero, Nat.cast_one, Nat.cast_ofNat]
  · ring
  · linear_combination (-K * s ^ 2) * hr - K * N * hs
  · linear_combination (-2 * K * s * √(3 * (N : ℝ) - 2)) * hs
```

Without truncation, take $f(n)=s^n$, or $2^{-N/2}s^n$ when normalised. Since $s^{n-1}=s^{n+1}=s\,s^n$ for $n\ge1$, the action is $K[n+(N-n)]s\,s^n=KNs\,s^n$. For $n=0$ the de-excitation term is absent and the result is the same.

```lean
lemma hamiltonian_eigen (K : ℝ) {s : ℝ} (hs : s * s = 1) :
    hamiltonian N K *ᵥ (fun S => s ^ S.card) = (K * s * N) • (fun S => s ^ S.card) := by
  funext S
  refine (hamiltonian_sum K S (fun n => s ^ n)).trans ?_
  simp only [Pi.smul_apply, smul_eq_mul]
  generalize S.card = c
  rcases c with _ | m
  · push_cast
    ring
  · rw [Nat.add_sub_cancel]
    push_cast
    linear_combination (-K * (m + 1) * s ^ m) * hs
```

Choosing $s=-1$ for $K\ge0$ and $s=1$ for $K\le0$ gives $Ks=-|K|$.

```lean
lemma exists_sign (K : ℝ) : ∃ s : ℝ, s * s = 1 ∧ K * s = -|K| := by
  rcases le_total 0 K with h | h
  · exact ⟨-1, by norm_num, by rw [abs_of_nonneg h]; ring⟩
  · exact ⟨1, by norm_num, by rw [abs_of_nonpos h]; ring⟩
```

For $N\ge1$, the amplitudes $N,r,2$ are positive, as the bound requires.

```lean
lemma amplitude_pos (hN : 1 ≤ N) {c : ℕ} (hc : c ≤ 2) : 0 < amplitude N c := by
  have hN' : (1 : ℝ) ≤ N := by exact_mod_cast hN
  interval_cases c
  · show (0 : ℝ) < N
    linarith
  · exact Real.sqrt_pos.mpr (by linarith)
  · show (0 : ℝ) < 2
    norm_num
```

## Ground energies and their comparison

`IsLeast` says that a number is an eigenvalue and that no eigenvalue lies below it. The signed eigenvector attains $-|K|r$. The bound, with coupling $|K|$ in the comparison matrix and $s=1$ in its eigenvector, gives $|E|\le|K|r$ and hence $E\ge-|K|r$.

```lean
/-- For `N ≥ 1` the lowest energy with at most two excited pairs is `-|K| √(3N-2)`. -/
theorem quadruplesCI_ground (K : ℝ) (hN : 1 ≤ N) :
    IsLeast (energies (quadruplesCI N K)) (-(|K| * √(3 * (N : ℝ) - 2))) := by
  constructor
  · obtain ⟨s, hs, hK⟩ := exists_sign K
    refine ⟨fun S => s ^ S.1.card * amplitude N S.1.card, ?_, ?_⟩
    · intro h
      have h0 := congrFun h ⟨∅, by simp⟩
      simp [amplitude] at h0
      omega
    · rw [quadruplesCI_eigen K hN hs, hK, neg_mul]
  · intro E hE
    have h := abs_energy_le (B := quadruplesCI N |K|)
      (v := fun S => (1 : ℝ) ^ S.1.card * amplitude N S.1.card)
      (fun S T => abs_hamiltonian_le K S.1 T.1) (fun S T => hamiltonian_symm |K| S.1 T.1)
      (fun S => mul_pos (by simp) (amplitude_pos hN S.2))
      (quadruplesCI_eigen |K| hN (one_mul 1)) hE
    rw [mul_one] at h
    linarith [neg_abs_le E]
```

The same argument with the untruncated vectors gives $-N|K|$.

```lean
/-- The exact lowest energy of the `N` molecules is `-N |K|`. -/
theorem exact_ground (N : ℕ) (K : ℝ) :
    IsLeast (energies (hamiltonian N K)) (-(N * |K|)) := by
  constructor
  · obtain ⟨s, hs, hK⟩ := exists_sign K
    refine ⟨fun S => s ^ S.card, ?_, ?_⟩
    · intro h
      have h0 := congrFun h ∅
      simp at h0
    · rw [hamiltonian_eigen K hs, hK, neg_mul, mul_comm |K|]
  · intro E hE
    have h := abs_energy_le (B := hamiltonian N |K|) (v := fun S => (1 : ℝ) ^ S.card)
      (abs_hamiltonian_le K) (hamiltonian_symm |K|) (fun S => by simp)
      (hamiltonian_eigen |K| (one_mul 1)) hE
    rw [mul_one] at h
    linarith [neg_abs_le E, mul_comm |K| (N : ℝ)]
```

For $K\ne0$, equal energies require $r=N$. Squaring gives $3N-2=N^2$, or $(N-1)(N-2)=0$, which leaves $N=2$ when $N\ge2$. Conversely, $N=2$ gives $r=2$.

```lean
/-- For `N ≥ 2` and `K ≠ 0` the lowest energy with at most two excited pairs is
`-|K| √(3N-2)`, the exact one is `-N |K|`, and the two agree only for `N = 2`. -/
theorem quadruplesCI_exact_iff {K : ℝ} (hN : 2 ≤ N) (hK : K ≠ 0) :
    IsLeast (energies (quadruplesCI N K)) (-(|K| * √(3 * (N : ℝ) - 2))) ∧
    IsLeast (energies (hamiltonian N K)) (-(N * |K|)) ∧
    (-(|K| * √(3 * (N : ℝ) - 2)) = -(N * |K|) ↔ N = 2) := by
  refine ⟨quadruplesCI_ground K (by omega), exact_ground N K, ?_, ?_⟩
  · intro h
    have hN' : (2 : ℝ) ≤ N := by exact_mod_cast hN
    have hr : √(3 * (N : ℝ) - 2) * √(3 * (N : ℝ) - 2) = 3 * N - 2 :=
      Real.mul_self_sqrt (by linarith)
    have he : √(3 * (N : ℝ) - 2) = N :=
      mul_left_cancel₀ (abs_ne_zero.mpr hK) (by linarith)
    rw [he] at hr
    -- equality of the energies is a quadratic equation for the number of molecules
    have hq : ((N : ℝ) - 1) * (N - 2) = 0 := by linear_combination hr
    rcases mul_eq_zero.mp hq with h1 | h2
    · linarith
    · exact_mod_cast (by linarith : (N : ℝ) = 2)
  · rintro rfl
    rw [show 3 * ((2 : ℕ) : ℝ) - 2 = 2 ^ 2 by norm_num, Real.sqrt_sq (by norm_num)]
    push_cast
    ring
```

For $N\ge3$, $N^2-(3N-2)=(N-1)(N-2)>0$, so $r<N$. Multiplication by $-|K|$ puts the exact energy strictly below the truncated one.

```lean
/-- For three or more molecules and `K ≠ 0`, `-N |K|` lies strictly below `-|K| √(3N-2)`. -/
theorem exact_lt_quadruplesCI {K : ℝ} (hN : 3 ≤ N) (hK : K ≠ 0) :
    -(N * |K|) < -(|K| * √(3 * (N : ℝ) - 2)) := by
  have hN' : (3 : ℝ) ≤ N := by exact_mod_cast hN
  have hlt : √(3 * (N : ℝ) - 2) < N :=
    (Real.sqrt_lt' (by linarith)).mpr (by nlinarith)
  have h := mul_lt_mul_of_pos_left hlt (abs_pos.mpr hK)
  linarith [mul_comm |K| (N : ℝ)]

end

end QuadruplesCIDegeneracy
```

```lean
#print axioms QuadruplesCIDegeneracy.quadruplesCI_ground
#print axioms QuadruplesCIDegeneracy.quadruplesCI_exact_iff
#print axioms QuadruplesCIDegeneracy.exact_lt_quadruplesCI
```

```
'QuadruplesCIDegeneracy.quadruplesCI_ground' depends on axioms: [propext, Classical.choice, Quot.sound]
'QuadruplesCIDegeneracy.quadruplesCI_exact_iff' depends on axioms: [propext, Classical.choice, Quot.sound]
'QuadruplesCIDegeneracy.exact_lt_quadruplesCI' depends on axioms: [propext, Classical.choice, Quot.sound]
```
